# The von Barth–Hedin function stays within fifteen percent of the squared spin polarisation

Put a uniform electron gas in a magnetic field and its spin densities $n_\uparrow$ and $n_\downarrow$ become unequal. Its polarisation $z=(n_\uparrow-n_\downarrow)/(n_\uparrow+n_\downarrow)$ lies between $-1$ and $1$. At fixed total density, how does the exchange energy move from its unpolarised to its fully polarised value, and how good is the simple guess $z^2$ for the fraction of the way covered?

```lean
import Mathlib

open Set

namespace SpinInterpolation

noncomputable section
```

This loads the Mathlib library. `Icc` will denote a closed interval, and `Ioc` one without its left endpoint.

```lean
/-- The numerator of the von Barth-Hedin function at polarisation `z`. -/
def excess (z : ℝ) : ℝ := (1 + z) ^ (4 / 3 : ℝ) + (1 - z) ^ (4 / 3 : ℝ) - 2
```

A `def` introduces a function, here
$$g(z)=(1+z)^{4/3}+(1-z)^{4/3}-2.$$
The annotation `ℝ` makes the exponent a real number.

```lean
/-- The von Barth-Hedin spin interpolation function, for polarisations `-1 ≤ z ≤ 1`. -/
def spinInterp (z : ℝ) : ℝ := excess z / ((2 : ℝ) ^ (4 / 3 : ℝ) - 2)
```

The von Barth–Hedin function is $f(z)=g(z)/(2^{4/3}-2)$, so that $f(0)=0$ and $f(\pm1)=1$.

```lean
/-- Exchange energy per volume (Hartree atomic units) of a uniform electron gas with
nonnegative spin densities `nu` and `nd`. -/
def exchangeDensity (nu nd : ℝ) : ℝ :=
  -(3 / 4 * (6 / Real.pi) ^ (1 / 3 : ℝ)) * (nu ^ (4 / 3 : ℝ) + nd ^ (4 / 3 : ℝ))
```

This is the Dirac exchange energy per volume, $-C\,(n_\uparrow^{4/3}+n_\downarrow^{4/3})$ with $C=\tfrac34(6/\pi)^{1/3}$. The formula is taken as a definition, not derived from the Coulomb interaction, and correlation is absent.

```lean
/-- For `x ≥ 0`, the power `4/3` is `x` times its cube root; the cube root is nonnegative and
its cube is `x`. -/
theorem cube_root_rules {x : ℝ} (hx : 0 ≤ x) : x ^ (4 / 3 : ℝ) = x * x ^ (1 / 3 : ℝ) ∧
    (x ^ (1 / 3 : ℝ)) ^ 3 = x ∧ 0 ≤ x ^ (1 / 3 : ℝ) := by
  refine ⟨?_, ?_, Real.rpow_nonneg hx _⟩
  · rw [show (4 / 3 : ℝ) = 1 + 1 / 3 by norm_num, Real.rpow_add' hx (by norm_num),
      Real.rpow_one]
  · rw [← Real.rpow_natCast, ← Real.rpow_mul hx]
    norm_num
```

A `theorem` gives hypotheses, then a colon, the claim, and a proof after `:=`. Here `hx` is the hypothesis $x\ge0$, and the claim is $x^{4/3}=x\,x^{1/3}$, $(x^{1/3})^3=x$ and $x^{1/3}\ge0$. Fractional powers can now be traded for polynomials.

```lean
/-- The normalisation of the interpolation function in terms of the cube root of two,
which lies between 1 and 1.261. -/
theorem normalisation : (2 : ℝ) ^ (4 / 3 : ℝ) - 2 = 2 * ((2 : ℝ) ^ (1 / 3 : ℝ) - 1) ∧
    1 < (2 : ℝ) ^ (1 / 3 : ℝ) ∧ (2 : ℝ) ^ (1 / 3 : ℝ) < 1261 / 1000 := by
  obtain ⟨h4, h3, h0⟩ := cube_root_rules (x := 2) (by norm_num)
  refine ⟨by rw [h4]; ring, ?_, ?_⟩ <;> by_contra h
  · linarith [pow_le_one₀ (n := 3) h0 (not_lt.mp h)]
  · have h5 := pow_le_pow_left₀ (by norm_num) (not_lt.mp h) 3
    have h6 : (2 : ℝ) < (1261 / 1000) ^ 3 := by norm_num
    linarith
```

With $c=2^{1/3}$, the denominator of $f$ is $2(c-1)$. Also $1<c<1.261$, because $1<2<1.261^3$.

```lean
/-- The derivative of the numerator with respect to the polarisation. -/
theorem hasDerivAt_excess (z : ℝ) : HasDerivAt excess
    (4 / 3 * ((1 + z) ^ (1 / 3 : ℝ) - (1 - z) ^ (1 / 3 : ℝ))) z := by
  have h1 := ((hasDerivAt_id' z).const_add 1).rpow_const (p := 4 / 3) (Or.inr (by norm_num))
  have h2 := ((hasDerivAt_id' z).const_sub 1).rpow_const (p := 4 / 3) (Or.inr (by norm_num))
  rw [show (4 / 3 : ℝ) - 1 = 1 / 3 by norm_num] at h1 h2
  have h3 : HasDerivAt excess _ z := (h1.fun_add h2).sub_const 2
  exact h3.congr_deriv (by ring)
```

`HasDerivAt` says that $g'(z)=\tfrac43\left[(1+z)^{1/3}-(1-z)^{1/3}\right]$.

```lean
/-- For `0 ≤ z ≤ 1` the numerator is at least `4 z² / 9`. -/
theorem excess_lower {z : ℝ} (h0 : 0 ≤ z) (h1 : z ≤ 1) : 4 / 9 * z ^ 2 ≤ excess z := by
  have hd : ∀ y : ℝ, HasDerivAt (fun y => excess y - 4 / 9 * (y * y))
      (4 / 3 * ((1 + y) ^ (1 / 3 : ℝ) - (1 - y) ^ (1 / 3 : ℝ)) - 8 / 9 * y) y := fun y =>
    ((hasDerivAt_excess y).fun_sub
      (((hasDerivAt_id' y).fun_mul (hasDerivAt_id' y)).const_mul (4 / 9))).congr_deriv (by ring)
  have hm : MonotoneOn (fun y => excess y - 4 / 9 * (y * y)) (Icc 0 1) := by
    apply monotoneOn_of_deriv_nonneg (convex_Icc 0 1)
      (fun y _ => (hd y).continuousAt.continuousWithinAt)
      (fun y _ => (hd y).differentiableAt.differentiableWithinAt)
    intro y hy
    obtain ⟨hy0, hy1⟩ := interior_subset hy
    rw [(hd y).deriv]
    obtain ⟨-, ha, ha0⟩ := cube_root_rules (x := 1 + y) (by linarith)
    obtain ⟨-, hb, hb0⟩ := cube_root_rules (x := 1 - y) (by linarith)
    have hab : (1 - y) ^ (1 / 3 : ℝ) ≤ (1 + y) ^ (1 / 3 : ℝ) :=
      Real.rpow_le_rpow (by linarith) (by linarith) (by norm_num)
    generalize (1 + y) ^ (1 / 3 : ℝ) = a at *
    generalize (1 - y) ^ (1 / 3 : ℝ) = b at *
    -- the two cube roots differ by at least 2y/3
    have hq : a ^ 2 + a * b + b ^ 2 ≤ 3 := by
      have e1 : 0 ≤ (a - 1) ^ 2 * (2 * a + 1) := by positivity
      have e2 : 0 ≤ (b - 1) ^ 2 * (2 * b + 1) := by positivity
      nlinarith [sq_nonneg (a - b)]
    nlinarith [mul_nonneg (sub_nonneg.mpr hab) (sub_nonneg.mpr hq)]
  have h := hm (left_mem_Icc.mpr zero_le_one) ⟨h0, h1⟩ h0
  have he : excess 0 = 0 := by norm_num [excess]
  simp only [he] at h
  nlinarith
```

The claim is $g(z)\ge\tfrac49z^2$ on $[0,1]$. For $0<y<1$ write $a=(1+y)^{1/3}$ and $b=(1-y)^{1/3}$, so $a^3+b^3=2$ and $a^3-b^3=2y$.

Since $(a-1)^2(2a+1)=2a^3-3a^2+1\ge0$, and likewise for $b$, adding gives $a^2+b^2\le2$. Then $ab\le1$, and $a^2+ab+b^2\le3$. Hence
$$2y=(a-b)(a^2+ab+b^2)\le3(a-b).$$
So $g(y)-\tfrac49y^2$ has derivative $\tfrac43(a-b)-\tfrac89y\ge0$, and it starts from zero. In the code, `generalize` replaces the roots by plain letters and `nlinarith` finds the polynomial inequalities.

```lean
/-- An inequality for nonnegative numbers whose cubes add up to two. -/
theorem cube_sum_inequality {a b : ℝ} (ha : 0 ≤ a) (hb : 0 ≤ b) (h : a ^ 3 + b ^ 3 = 2) :
    2 * (a ^ 4 + b ^ 4) + a * b * (a ^ 2 + b ^ 2) ≤ 6 := by
  obtain ⟨s, hs⟩ : ∃ s, s = a + b := ⟨_, rfl⟩
  obtain ⟨p, hp⟩ : ∃ p, p = a * b := ⟨_, rfl⟩
  have hs0 : 0 ≤ s := by rw [hs]; positivity
  have hp0 : 0 ≤ p := by rw [hp]; positivity
  have hr : 3 * s * p = s ^ 3 - 2 := by
    rw [hs, hp]
    linear_combination -h
  have hs1 : 1 ≤ s := by
    by_contra hlt
    have h1 := pow_le_one₀ (n := 3) hs0 (not_le.mp hlt).le
    have h2 : 0 ≤ 3 * s * p := by positivity
    linarith
  -- eliminating p leaves a square times a positive quartic
  have hk : 9 * s ^ 2 * (6 - 2 * s ^ 4 + 7 * s ^ 2 * p - 2 * p ^ 2) =
      (s - 2) ^ 2 * (s ^ 4 + 4 * s ^ 3 + 12 * s ^ 2 - 2 * s - 2) := by
    linear_combination (21 * s ^ 3 - 2 * (3 * s * p + s ^ 3 - 2)) * hr
  have hq : 0 ≤ s ^ 4 + 4 * s ^ 3 + 12 * s ^ 2 - 2 * s - 2 := by
    nlinarith [pow_nonneg hs0 4, pow_nonneg hs0 3, mul_nonneg hs0 (sub_nonneg.mpr hs1)]
  have hf : 0 ≤ 6 - 2 * s ^ 4 + 7 * s ^ 2 * p - 2 * p ^ 2 := by
    refine le_of_mul_le_mul_left (a := 9 * s ^ 2) ?_ (by positivity)
    rw [mul_zero, hk]
    exact mul_nonneg (sq_nonneg _) hq
  rw [hs, hp] at hf
  linarith
```

For $a,b\ge0$ with $a^3+b^3=2$, the claim is $2(a^4+b^4)+ab(a^2+b^2)\le6$. Set $s=a+b$ and $p=ab$, so $3sp=s^3-2$ and therefore $s\ge1$. Six minus the left side is $6-2s^4+7s^2p-2p^2$. Multiplying by $9s^2$ and eliminating $p$ gives
$$(s-2)^2(s^4+4s^3+12s^2-2s-2),$$
which is nonnegative for $s\ge1$. `linear_combination` checks the algebraic identity.

```lean
/-- The ratio of the von Barth-Hedin function to `z²` does not decrease on `0 < z ≤ 1`. -/
theorem ratio_monotone : MonotoneOn (fun z => spinInterp z / z ^ 2) (Ioc 0 1) := by
  have hD : 0 < (2 : ℝ) ^ (4 / 3 : ℝ) - 2 := by
    rw [normalisation.1]
    linarith [normalisation.2.1]
  have hd : ∀ y : ℝ, 0 < y → HasDerivAt (fun z => spinInterp z / z ^ 2) _ y := fun y hy =>
    ((hasDerivAt_excess y).div_const ((2 : ℝ) ^ (4 / 3 : ℝ) - 2)).fun_div
      (hasDerivAt_pow 2 y) (pow_ne_zero 2 hy.ne')
  apply monotoneOn_of_deriv_nonneg (convex_Ioc 0 1)
    (fun y hy => (hd y hy.1).continuousAt.continuousWithinAt)
    (fun y hy => (hd y (interior_subset hy).1).differentiableAt.differentiableWithinAt)
  intro y hy
  obtain ⟨hy0, hy1⟩ := interior_subset hy
  rw [(hd y hy0).deriv]
  obtain ⟨ha4, ha, ha0⟩ := cube_root_rules (x := 1 + y) (by linarith)
  obtain ⟨hb4, hb, hb0⟩ := cube_root_rules (x := 1 - y) (by linarith)
  have he : excess y = (1 + y) * (1 + y) ^ (1 / 3 : ℝ)
      + (1 - y) * (1 - y) ^ (1 / 3 : ℝ) - 2 := by rw [excess, ha4, hb4]
  generalize (1 + y) ^ (1 / 3 : ℝ) = a at *
  generalize (1 - y) ^ (1 / 3 : ℝ) = b at *
  have hc := cube_sum_inequality ha0 hb0 (by linarith)
  -- the numerator of the derivative is nonnegative
  have hn : 0 ≤ y * (4 / 3 * (a - b)) - 2 * excess y := by
    have e : y * (4 / 3 * (a - b)) - 2 * excess y =
        2 / 3 * (6 - (2 * (a ^ 4 + b ^ 4) + a * b * (a ^ 2 + b ^ 2))) := by
      rw [he]
      linear_combination (-(2 / 3) * (a - b) + 2 * a) * ha + (2 / 3 * (a - b) + 2 * b) * hb
    rw [e]
    linarith
  apply div_nonneg _ (by positivity)
  have hpos := mul_nonneg hy0.le (div_nonneg hn hD.le)
  convert hpos using 1
  norm_num
  ring
```

`MonotoneOn` says that $f(z)/z^2$ never decreases on $(0,1]$. Its derivative at $y$ has the sign of $y\,g'(y)-2g(y)$. Inserting $y=(a^3-b^3)/2$ and $g(y)=a^4+b^4-2$ turns this into
$$\tfrac23\left[6-2(a^4+b^4)-ab(a^2+b^2)\right]\ge0$$
by the previous inequality.

```lean
/-- For every polarisation in `[-1, 1]` the von Barth-Hedin function lies between
`2 z² / (9 (2^(1/3) - 1))` and `z²`. -/
theorem spinInterp_bounds {z : ℝ} (hz : z ∈ Icc (-1 : ℝ) 1) :
    2 * z ^ 2 / (9 * ((2 : ℝ) ^ (1 / 3 : ℝ) - 1)) ≤ spinInterp z ∧ spinInterp z ≤ z ^ 2 := by
  obtain ⟨hD, hc, -⟩ := normalisation
  have hc' : 0 < (2 : ℝ) ^ (1 / 3 : ℝ) - 1 := by linarith
  have hz1 : |z| ≤ 1 := abs_le.mpr hz
  -- the function is even, so |z| may replace z
  have hev : excess |z| = excess z := by
    rcases abs_choice z with h | h
    · rw [h]
    · rw [h]
      simp only [excess, sub_neg_eq_add, ← sub_eq_add_neg]
      ring
  have hl := excess_lower (abs_nonneg z) hz1
  rw [hev, sq_abs] at hl
  constructor
  · rw [spinInterp, hD, div_le_div_iff₀ (by positivity) (by positivity)]
    nlinarith [mul_le_mul_of_nonneg_right hl hc'.le]
  · rcases eq_or_ne z 0 with rfl | hne
    · have he : excess 0 = 0 := by norm_num [excess]
      simp [spinInterp, he]
    · have he : excess 1 = (2 : ℝ) ^ (4 / 3 : ℝ) - 2 := by
        rw [excess, show (1 : ℝ) + 1 = 2 by norm_num, show (1 : ℝ) - 1 = 0 by norm_num,
          Real.zero_rpow (by norm_num), add_zero]
      have h1 : spinInterp 1 = 1 := by
        rw [spinInterp, he]
        exact div_self (by rw [hD]; positivity)
      have h := ratio_monotone ⟨abs_pos.mpr hne, hz1⟩ (right_mem_Ioc.mpr zero_lt_one) hz1
      simp only [h1, sq_abs, one_pow, div_one] at h
      rw [div_le_iff₀ (by positivity), one_mul] at h
      rwa [spinInterp, hev] at h
```

For every $z\in[-1,1]$,
$$\frac{2z^2}{9(2^{1/3}-1)}\le f(z)\le z^2.$$
Because $g$ is even, $|z|$ may replace $z$. The left bound is $\tfrac49z^2$ divided by $2(c-1)$. For the right one, monotonicity gives $f(|z|)/z^2\le f(1)/1=1$ when $z\ne0$; zero is treated separately.

The range of $z$ matters. At $z=26$, where one spin density would be negative, $27^{4/3}=81$ and the other power is below $81$, whether $(-25)^{4/3}$ is read through the real cube root or by Lean's convention. So $g<160$, while the lower bound would require $g\ge\tfrac49\cdot26^2>300$.

```lean
/-- For polarisations in `[-1, 1]` the von Barth-Hedin function differs from `z²` by at most
fifteen percent of `z²`. -/
theorem within_fifteen_percent {z : ℝ} (hz : z ∈ Icc (-1 : ℝ) 1) :
    |spinInterp z - z ^ 2| ≤ 15 / 100 * z ^ 2 := by
  obtain ⟨hl, hu⟩ := spinInterp_bounds hz
  obtain ⟨-, hc, hc2⟩ := normalisation
  have h : 85 / 100 * z ^ 2 ≤ 2 * z ^ 2 / (9 * ((2 : ℝ) ^ (1 / 3 : ℝ) - 1)) := by
    rw [le_div_iff₀ (by linarith)]
    nlinarith [mul_nonneg (sq_nonneg z) (sub_nonneg.mpr hc2.le), sq_nonneg z]
  rw [abs_le]
  constructor <;> nlinarith [sq_nonneg z]
```

This is $|f(z)-z^2|\le0.15\,z^2$. Since $c<1.261$, the lower coefficient exceeds $2/(9\cdot0.261)>0.85$.

```lean
/-- At total density `2 m ≥ 0` and polarisation in `[-1, 1]`, the von Barth-Hedin function
interpolates the exchange energy density exactly between the unpolarised and the fully
polarised gas. -/
theorem exchange_interpolation {m z : ℝ} (hm : 0 ≤ m) (hz : z ∈ Icc (-1 : ℝ) 1) :
    exchangeDensity (m * (1 + z)) (m * (1 - z)) = exchangeDensity m m +
      (exchangeDensity (m * 2) 0 - exchangeDensity m m) * spinInterp z := by
  obtain ⟨hz0, hz1⟩ := hz
  have hD : 0 < (2 : ℝ) ^ (4 / 3 : ℝ) - 2 := by
    rw [normalisation.1]
    linarith [normalisation.2.1]
  have hf : spinInterp z * ((2 : ℝ) ^ (4 / 3 : ℝ) - 2) =
      (1 + z) ^ (4 / 3 : ℝ) + (1 - z) ^ (4 / 3 : ℝ) - 2 := div_mul_cancel₀ _ hD.ne'
  simp only [exchangeDensity]
  -- every spin density is a multiple of m
  rw [Real.mul_rpow hm (by linarith : 0 ≤ 1 + z), Real.mul_rpow hm (by linarith : 0 ≤ 1 - z),
    Real.mul_rpow hm (by norm_num : (0 : ℝ) ≤ 2), Real.zero_rpow (by norm_num)]
  linear_combination (3 / 4 * (6 / Real.pi) ^ (1 / 3 : ℝ)) * m ^ (4 / 3 : ℝ) * hf

end

end SpinInterpolation
```

Let $m$ be half the total density, so the spin densities are $m(1\pm z)$. The exchange energy is
$$-Cm^{4/3}(2+g(z)).$$
The unpolarised value is $-2Cm^{4/3}$, and full polarisation adds $-Cm^{4/3}(2^{4/3}-2)$. Multiplying that difference by $f(z)$ gives exactly $-Cm^{4/3}g(z)$, as claimed.

For local spin-density calculations this means that, in the exchange energy of the uniform gas alone, putting $z^2$ for $f$ misjudges the shift due to polarisation by at most fifteen percent of the quadratic estimate.

```lean
#print axioms SpinInterpolation.within_fifteen_percent
-- 'SpinInterpolation.within_fifteen_percent' depends on axioms: [propext, Classical.choice, Quot.sound]
#print axioms SpinInterpolation.exchange_interpolation
-- 'SpinInterpolation.exchange_interpolation' depends on axioms: [propext, Classical.choice, Quot.sound]
```
